# For \(e\,u_{xx}+u_{yy}\) with \(0<e\le 1\), y-line Gauss-Seidel has smoothing factor \(1/\sqrt5\), while point Gauss-Seidel has no uniform bound below 1

When I set up a multigrid Poisson solver on a grid that is finer in y than in x, I can choose among several smoothers, two of which are relaxing one point at a time and solving a whole grid line at once. With spacings \(h_x\ge h_y\), multiplying the equation by \(h_y^2\) leaves the five-point form of \(e\,u_{xx}+u_{yy}\) on a unit grid, with \(e=(h_y/h_x)^2\le 1\).

I have been told that point Gauss-Seidel barely damps the mode that alternates in x and is constant in y when \(e\) is small, while solving along y damps every high-frequency mode by at least \(\sqrt5\) per sweep, whatever the value of \(e\). Can this be derived from the sweeps themselves, and can the argument be made rigorous and checked by machine?

## Both factors follow from the sweep equations

Yes. The exact discrete solution satisfies the same linear equations as the iterate is meant to satisfy, so the source term drops out of the equation for the error. Let \(u_{j,k}\) be the error before a sweep and \(v_{j,k}\) the error after it. Point Gauss-Seidel, with new values to the west and south, gives

\[
e\,(2v_{j,k}-v_{j-1,k}-u_{j+1,k})+(2v_{j,k}-v_{j,k-1}-u_{j,k+1})=0 .
\]

Insert \(u_{j,k}=e^{i(aj+bk)}\) and \(v_{j,k}=g\,u_{j,k}\), where \(a\) and \(b\) are the phase advances per step and \(g\) is the amplification factor. (The letter \(e\) with an imaginary exponent is the exponential; otherwise, as in \(e^2\), it is the anisotropy.) A shift to a neighbour multiplies the mode by a phase, and the common factor cancels:

\[
g\,(2+2e-e\,e^{-ia}-e^{-ib})=e\,e^{ia}+e^{ib}.
\]

The bracket has real part \(2+2e-e\cos a-\cos b\ge 1+e>0\), so we may divide by it. At \((a,b)=(\pi,0)\) the right-hand side is \(1-e\) and the bracket is \(2+2e+e-1=1+3e\). Hence

\[
g_{\text{point}}(\pi,0)=\frac{1-e}{1+3e}\;\longrightarrow\;1\qquad(e\to0^+).
\]

In the y-line sweep both y-neighbours are new, so \(u_{j,k+1}\) becomes \(v_{j,k+1}\). The same substitution gives

\[
g_{\text{line}}=\frac{e\,e^{ia}}{D-e\,e^{-ia}},\qquad D=2e+2-2\cos b,
\]

\[
|g_{\text{line}}|^2=\frac{e^2}{D^2-2De\cos a+e^2}.
\]

Since \(\cos b\le1\), we always have \(D\ge2e\), and the denominator is at least \((D-e)^2\ge e^2>0\). There are two high-frequency cases.

- If \(\cos a\le0\), the cross term is non-negative, and the denominator is at least \((2e)^2+e^2=5e^2\).
- If \(\cos b\le0\), then \(D\ge2e+2\ge4e\), because \(e\le1\). The denominator is at least \((D-e)^2\ge9e^2\).

So \(|g_{\text{line}}|\le1/\sqrt5\) in both cases. At \((\pi/2,0)\) we have \(D=2e\) and \(\cos a=0\), the denominator is exactly \(5e^2\), and the bound is attained.

## Sweeps as relations between error fields

In the Lean file an error is a function `ℤ → ℤ → ℂ`, so the grid is infinite and has no boundary. `stencil` is the five-point form of \(-(e\,u_{xx}+u_{yy})\); its arguments after `e` are the centre, west, east, south and north values, with the east value called `r`. `PointSweep e u v` and `LineSweep e u v` state that the equations above hold at every grid point. `mode a b` is the Fourier mode.

The results read as follows.

- `pointSweep_mode_iff` and `lineSweep_mode_iff`: for \(e>0\), the mode and \(g\) times the mode are related by a sweep exactly when \(g\) equals `pointSymbol` or `lineSymbol`. The symbols are therefore consequences of the sweep equations.
- `pointSymbol_pi_zero` and `pointSymbol_tendsto_one`: the value at \((\pi,0)\) and its limit as \(e\) tends to 0 from above.
- `point_no_uniform_bound`: for every \(\mu<1\) some \(e\in(0,1]\) gives a factor of modulus strictly between \(\mu\) and 1.
- `line_smoothing_factor`: for every \(e\in(0,1]\), \(1/\sqrt5\) is the greatest element (`IsGreatest`) of the set of moduli of the line symbol over real \(a,b\) with \(\cos a\le0\) or \(\cos b\le0\).

The condition on the cosines describes modes that a grid of doubled spacing in both directions can't represent properly, with the limiting phase \(\pi/2\) included. The model has two dimensions, constant coefficients and lexicographic ordering. Boundaries, the coarse-grid correction and the convergence of a full multigrid cycle are not treated. For point Gauss-Seidel only the mode \((\pi,0)\) is evaluated, which is enough to rule out a uniform bound.

```lean
import Mathlib

open Complex (I exp)
open Filter Topology

namespace AnisotropicSmoothing

noncomputable section

/-- The five-point stencil of `-(e u_xx + u_yy)` on a grid of unit spacing, as a function of the
values at the centre and at the west, east, south and north neighbours. -/
def stencil (e : ℝ) (c w r s n : ℂ) : ℂ := e * (2 * c - w - r) + (2 * c - s - n)

/-- A point Gauss-Seidel sweep takes the error `u` to `v`: each point is relaxed with new values
to the west and south and old values to the east and north. -/
def PointSweep (e : ℝ) (u v : ℤ → ℤ → ℂ) : Prop :=
  ∀ j k, stencil e (v j k) (v (j - 1) k) (u (j + 1) k) (v j (k - 1)) (u j (k + 1)) = 0

/-- A y-line Gauss-Seidel sweep takes the error `u` to `v`: each line in the y direction is solved
as a whole, with new values to the west and old values to the east. -/
def LineSweep (e : ℝ) (u v : ℤ → ℤ → ℂ) : Prop :=
  ∀ j k, stencil e (v j k) (v (j - 1) k) (u (j + 1) k) (v j (k - 1)) (v j (k + 1)) = 0

/-- The Fourier mode with phase advance `a` per step in x and `b` per step in y. -/
def mode (a b : ℝ) (j k : ℤ) : ℂ := exp ((a * j + b * k) * I)

/-- The symbol of point Gauss-Seidel. -/
def pointSymbol (e a b : ℝ) : ℂ :=
  (e * exp (a * I) + exp (b * I)) / (2 + 2 * e - e * exp (-(a * I)) - exp (-(b * I)))

/-- The symbol of y-line Gauss-Seidel. -/
def lineSymbol (e a b : ℝ) : ℂ :=
  (e * exp (a * I)) / (2 * e + 2 - 2 * (Real.cos b : ℂ) - e * exp (-(a * I)))

/-- The value of a Fourier mode at each of the four neighbours is its value at the centre times
a phase. -/
theorem mode_neighbours (a b : ℝ) (j k : ℤ) :
    mode a b (j + 1) k = exp (a * I) * mode a b j k ∧
    mode a b (j - 1) k = exp (-(a * I)) * mode a b j k ∧
    mode a b j (k + 1) = exp (b * I) * mode a b j k ∧
    mode a b j (k - 1) = exp (-(b * I)) * mode a b j k := by
  refine ⟨?_, ?_, ?_, ?_⟩ <;>
    (simp only [mode]; rw [← Complex.exp_add]; congr 1; push_cast; ring)

private lemma exp_neg_phase (a : ℝ) :
    exp (-(a * I)) = (Real.cos a : ℂ) - (Real.sin a : ℂ) * I := by
  rw [← neg_mul, Complex.exp_mul_I, Complex.cos_neg, Complex.sin_neg, Complex.ofReal_cos,
    Complex.ofReal_sin]
  ring

private lemma line_den_sq (e a b : ℝ) :
    ‖(2 * e + 2 - 2 * (Real.cos b : ℂ) - e * exp (-(a * I)) : ℂ)‖ ^ 2 =
      (2 * e + 2 - 2 * Real.cos b) ^ 2
        - 2 * (2 * e + 2 - 2 * Real.cos b) * e * Real.cos a + e ^ 2 := by
  have h : (2 * e + 2 - 2 * (Real.cos b : ℂ) - e * exp (-(a * I)) : ℂ) =
      ((2 * e + 2 - 2 * Real.cos b - e * Real.cos a : ℝ) : ℂ)
        + ((e * Real.sin a : ℝ) : ℂ) * I := by
    rw [exp_neg_phase]
    push_cast
    ring
  rw [h, ← Complex.normSq_eq_norm_sq, Complex.normSq_add_mul_I]
  linear_combination e ^ 2 * Real.sin_sq_add_cos_sq a

/-- For `e > 0`, a point Gauss-Seidel sweep can turn a Fourier mode into `g` times itself exactly
when `g` is the point symbol. -/
theorem pointSweep_mode_iff {e : ℝ} (he : 0 < e) (a b : ℝ) (g : ℂ) :
    PointSweep e (mode a b) (fun j k => g * mode a b j k) ↔ g = pointSymbol e a b := by
  -- the real part of the denominator is at least 1 + e
  have hden : (2 + 2 * e - e * exp (-(a * I)) - exp (-(b * I)) : ℂ) ≠ 0 := by
    intro h
    rw [exp_neg_phase a, exp_neg_phase b] at h
    have h2 : ((2 + 2 * e - e * Real.cos a - Real.cos b : ℝ) : ℂ)
        + ((e * Real.sin a + Real.sin b : ℝ) : ℂ) * I = 0 := by
      refine Eq.trans ?_ h
      push_cast
      ring
    have h3 := congrArg Complex.re h2
    simp only [Complex.add_re, Complex.ofReal_re, Complex.re_ofReal_mul, Complex.I_re, mul_zero,
      add_zero, Complex.zero_re] at h3
    nlinarith [Real.cos_le_one a, Real.cos_le_one b,
      mul_nonneg he.le (sub_nonneg.2 (Real.cos_le_one a))]
  -- at every grid point the sweep equation is the same equation for g
  have key : ∀ j k : ℤ, stencil e (g * mode a b j k) (g * mode a b (j - 1) k)
      (mode a b (j + 1) k) (g * mode a b j (k - 1)) (mode a b j (k + 1)) = 0 ↔
      g * (2 + 2 * e - e * exp (-(a * I)) - exp (-(b * I))) =
        e * exp (a * I) + exp (b * I) := by
    intro j k
    obtain ⟨hE, hW, hN, hS⟩ := mode_neighbours a b j k
    have hM : mode a b j k ≠ 0 := Complex.exp_ne_zero _
    rw [hE, hW, hN, hS]
    unfold stencil
    constructor
    · intro h
      apply mul_right_cancel₀ hM
      linear_combination h
    · intro h
      linear_combination mode a b j k * h
  rw [pointSymbol, eq_div_iff hden]
  exact ⟨fun h => (key 0 0).1 (h 0 0), fun h j k => (key j k).2 h⟩

/-- For `e > 0`, a y-line Gauss-Seidel sweep can turn a Fourier mode into `g` times itself exactly
when `g` is the line symbol. -/
theorem lineSweep_mode_iff {e : ℝ} (he : 0 < e) (a b : ℝ) (g : ℂ) :
    LineSweep e (mode a b) (fun j k => g * mode a b j k) ↔ g = lineSymbol e a b := by
  have hden : (2 * e + 2 - 2 * (Real.cos b : ℂ) - e * exp (-(a * I)) : ℂ) ≠ 0 := by
    intro h
    have h2 := line_den_sq e a b
    rw [h, norm_zero] at h2
    have hD : 2 * e ≤ 2 * e + 2 - 2 * Real.cos b := by linarith [Real.cos_le_one b]
    generalize 2 * e + 2 - 2 * Real.cos b = D at h2 hD
    have h3 : 0 ≤ D * e * (1 - Real.cos a) :=
      mul_nonneg (mul_nonneg (by linarith) he.le) (sub_nonneg.2 (Real.cos_le_one a))
    have h4 : 0 < (D - e) ^ 2 := pow_pos (by linarith) 2
    nlinarith
  have hc : exp (b * I) + exp (-(b * I)) = 2 * (Real.cos b : ℂ) := by
    rw [Complex.ofReal_cos, Complex.cos, neg_mul]
    ring
  have key : ∀ j k : ℤ, stencil e (g * mode a b j k) (g * mode a b (j - 1) k)
      (mode a b (j + 1) k) (g * mode a b j (k - 1)) (g * mode a b j (k + 1)) = 0 ↔
      g * (2 * e + 2 - 2 * (Real.cos b : ℂ) - e * exp (-(a * I))) = e * exp (a * I) := by
    intro j k
    obtain ⟨hE, hW, hN, hS⟩ := mode_neighbours a b j k
    have hM : mode a b j k ≠ 0 := Complex.exp_ne_zero _
    rw [hE, hW, hN, hS]
    unfold stencil
    constructor
    · intro h
      apply mul_right_cancel₀ hM
      linear_combination h + g * mode a b j k * hc
    · intro h
      linear_combination mode a b j k * h - g * mode a b j k * hc
  rw [lineSymbol, eq_div_iff hden]
  exact ⟨fun h => (key 0 0).1 (h 0 0), fun h j k => (key j k).2 h⟩

/-- At the frequency `(π, 0)` the point symbol equals `(1 - e) / (1 + 3 e)`. -/
theorem pointSymbol_pi_zero (e : ℝ) :
    pointSymbol e Real.pi 0 = (((1 - e) / (1 + 3 * e) : ℝ) : ℂ) := by
  have h1 : exp (-(Real.pi * I)) = -1 := by
    rw [Complex.exp_neg, Complex.exp_pi_mul_I]
    norm_num
  rw [pointSymbol, h1, Complex.exp_pi_mul_I]
  simp only [Complex.ofReal_zero, zero_mul, neg_zero, Complex.exp_zero]
  push_cast
  congr 1 <;> ring

/-- The point symbol at `(π, 0)` tends to 1 as the anisotropy `e` tends to 0 from above. -/
theorem pointSymbol_tendsto_one :
    Tendsto (fun e : ℝ => pointSymbol e Real.pi 0) (𝓝[>] 0) (𝓝 1) := by
  have hc : ContinuousAt (fun e : ℝ => (1 - e) / (1 + 3 * e)) 0 :=
    ContinuousAt.div (by fun_prop) (by fun_prop) (by norm_num)
  have h : Tendsto (fun e : ℝ => (1 - e) / (1 + 3 * e)) (𝓝 0) (𝓝 1) := by
    convert hc.tendsto using 2
    norm_num
  have h1 : Tendsto (fun e : ℝ => (1 - e) / (1 + 3 * e)) (𝓝[>] 0) (𝓝 1) :=
    h.mono_left nhdsWithin_le_nhds
  have h2 := (Complex.continuous_ofReal.tendsto 1).comp h1
  simpa only [pointSymbol_pi_zero, Complex.ofReal_one, Function.comp_def] using h2

/-- For every `μ < 1` there is an anisotropy `0 < e ≤ 1` at which point Gauss-Seidel damps the
mode `(π, 0)` by a factor closer to 1 than `μ`. -/
theorem point_no_uniform_bound {μ : ℝ} (hμ : μ < 1) :
    ∃ e : ℝ, 0 < e ∧ e ≤ 1 ∧ μ < ‖pointSymbol e Real.pi 0‖ ∧ ‖pointSymbol e Real.pi 0‖ < 1 := by
  have ht := pointSymbol_tendsto_one.norm
  rw [norm_one] at ht
  have h2 : ∀ᶠ e in 𝓝[>] (0 : ℝ), e ∈ Set.Ioc (0 : ℝ) 1 := Ioc_mem_nhdsGT one_pos
  obtain ⟨e, h, he0, he1⟩ := ((ht.eventually (lt_mem_nhds hμ)).and h2).exists
  refine ⟨e, he0, he1, h, ?_⟩
  have h3 : 0 ≤ (1 - e) / (1 + 3 * e) := div_nonneg (by linarith) (by linarith)
  rw [pointSymbol_pi_zero, Complex.norm_real, Real.norm_of_nonneg h3,
    div_lt_one (by linarith)]
  linarith

/-- The squared modulus of the line symbol in terms of the two phase advances. -/
theorem lineSymbol_norm_sq (e a b : ℝ) :
    ‖lineSymbol e a b‖ ^ 2 = e ^ 2 / ((2 * e + 2 - 2 * Real.cos b) ^ 2
      - 2 * (2 * e + 2 - 2 * Real.cos b) * e * Real.cos a + e ^ 2) := by
  rw [lineSymbol, norm_div, norm_mul, Complex.norm_exp_ofReal_mul_I, mul_one, Complex.norm_real,
    div_pow, line_den_sq, Real.norm_eq_abs, sq_abs]

/-- For every anisotropy `0 < e ≤ 1`, the largest modulus of the y-line symbol over the
frequencies with `cos a ≤ 0` or `cos b ≤ 0` is `1 / √5`. -/
theorem line_smoothing_factor {e : ℝ} (he : 0 < e) (he1 : e ≤ 1) :
    IsGreatest {r : ℝ | ∃ a b : ℝ, (Real.cos a ≤ 0 ∨ Real.cos b ≤ 0) ∧ r = ‖lineSymbol e a b‖}
      (1 / √5) := by
  have h5 : (1 / √5 : ℝ) ^ 2 = 1 / 5 := by
    rw [div_pow, one_pow, Real.sq_sqrt (by norm_num)]
  constructor
  · -- the maximum is attained at (π/2, 0)
    refine ⟨Real.pi / 2, 0, Or.inl Real.cos_pi_div_two.le, ?_⟩
    refine (sq_eq_sq₀ (by positivity) (norm_nonneg _)).1 ?_
    rw [h5, lineSymbol_norm_sq, Real.cos_pi_div_two, Real.cos_zero, eq_div_iff]
    · ring
    · have : 0 < e ^ 2 := by positivity
      nlinarith
  · rintro r ⟨a, b, hab, rfl⟩
    refine le_trans (le_abs_self _) (abs_le_of_sq_le_sq ?_ (by positivity))
    rw [h5, lineSymbol_norm_sq]
    have hD : 2 * e ≤ 2 * e + 2 - 2 * Real.cos b := by linarith [Real.cos_le_one b]
    have hD' : Real.cos b ≤ 0 → 4 * e ≤ 2 * e + 2 - 2 * Real.cos b := fun h => by linarith
    generalize 2 * e + 2 - 2 * Real.cos b = D at hD hD' ⊢
    have hDe : 0 ≤ D * e := mul_nonneg (by linarith) he.le
    have he2 : 0 < e ^ 2 := by positivity
    have hlow : 5 * e ^ 2 ≤ D ^ 2 - 2 * D * e * Real.cos a + e ^ 2 := by
      rcases hab with h | h
      · -- oscillation in x: the cross term only helps
        have h1 : 0 ≤ D * e * (-Real.cos a) := mul_nonneg hDe (by linarith)
        have h2 : (2 * e) ^ 2 ≤ D ^ 2 := pow_le_pow_left₀ (by linarith) hD 2
        nlinarith
      · -- oscillation in y: `D` is at least `4 * e`
        have h1 : 0 ≤ D * e * (1 - Real.cos a) :=
          mul_nonneg hDe (sub_nonneg.2 (Real.cos_le_one a))
        have h2 : (3 * e) ^ 2 ≤ (D - e) ^ 2 :=
          pow_le_pow_left₀ (by linarith) (by linarith [hD' h]) 2
        nlinarith
    rw [div_le_iff₀ (by linarith)]
    linarith

end

end AnisotropicSmoothing
```

```lean
#print axioms AnisotropicSmoothing.pointSweep_mode_iff
#print axioms AnisotropicSmoothing.lineSweep_mode_iff
#print axioms AnisotropicSmoothing.point_no_uniform_bound
#print axioms AnisotropicSmoothing.line_smoothing_factor
```

```
'AnisotropicSmoothing.pointSweep_mode_iff' depends on axioms: [propext, Classical.choice, Quot.sound]
'AnisotropicSmoothing.lineSweep_mode_iff' depends on axioms: [propext, Classical.choice, Quot.sound]
'AnisotropicSmoothing.point_no_uniform_bound' depends on axioms: [propext, Classical.choice, Quot.sound]
'AnisotropicSmoothing.line_smoothing_factor' depends on axioms: [propext, Classical.choice, Quot.sound]
```

## How the Lean proof follows the derivation

`mode_neighbours` supplies the four phases, by combining exponentials and comparing exponents. `exp_neg_phase` writes \(e^{-ia}\) as \(\cos a-i\sin a\), and `line_den_sq` uses it to compute \(|D-e\,e^{-ia}|^2\), with \(\sin^2a+\cos^2a=1\) entering through `linear_combination`.

Both `iff` theorems have the same structure. `hden` shows that the denominator is non-zero: by its real part for the point sweep, by its squared modulus for the line sweep. `key` shows that the sweep equation at any \((j,k)\) is equivalent to one equation for \(g\), by cancelling the non-zero mode. One direction then needs only the grid point \((0,0)\), and the other applies `key` at every point. The line version also uses `hc`, which is \(e^{ib}+e^{-ib}=2\cos b\).

The limit follows from continuity of \((1-e)/(1+3e)\) at 0. For `point_no_uniform_bound`, the factor eventually exceeds \(\mu\) as \(e\to0^+\), and \(e\) eventually lies in \((0,1]\); `.exists` picks an \(e\) that satisfies both.

`lineSymbol_norm_sq` is the formula for \(|g_{\text{line}}|^2\). In `line_smoothing_factor` the first half checks the value at \((\pi/2,0)\). The second half replaces \(2e+2-2\cos b\) by a variable `D`, keeps the inequalities \(D\ge2e\) and, for \(\cos b\le0\), \(D\ge4e\), and proves `hlow`, the bound \(5e^2\), in the same two cases as above.

## The line solve in a Poisson code

For \(-(e\,u_{xx}+u_{yy})=f\) on the unit grid with zero boundary values, a y-line sweep visits the columns \(j\) in order. In each it solves a tridiagonal system with diagonal \(2+2e\), off-diagonals \(-1\), and right-hand side \(f_{j,k}+e\,(u^{\text{new}}_{j-1,k}+u^{\text{old}}_{j+1,k})\). The cost per column is linear in the number of points.

For numbers, return to the infinite grid, where the factors derived above hold exactly, and take \(h_x=10\,h_y\), so that \(e=0.01\). Point Gauss-Seidel multiplies the mode \((\pi,0)\) by \(0.99/1.03\approx0.961\) per sweep, and after ten sweeps about 67% of it remains. Ten y-line sweeps reduce every high-frequency mode by a factor of at least \(5^5=3125\). In real-space electronic structure the same choice arises when the Hartree potential is computed by multigrid on a grid with unequal spacings, though the analysis here is for a two-dimensional, constant-coefficient model.

## Lines along the weak direction, and smooth modes

The hypothesis \(e\le1\) says that the coupling along the lines is at least as strong as the coupling across them. Take \(e=4\) and the mode \((0,\pi/2)\), which satisfies \(\cos b\le0\). Then \(D=10\) and \(g_{\text{line}}=4/(10-4)=2/3\), which is larger than \(1/\sqrt5\approx0.447\).

The restriction to high frequencies matters too. At \((0,0)\) we have \(D=2e\) and \(g_{\text{line}}=e/(2e-e)=1\). The constant itself solves the homogeneous equation on the infinite grid, so it leaves no residual to correct. By continuity, though, modes with small non-zero phases have a factor close to 1 and are barely damped. Reducing these smooth errors is the task of the coarse grid.
